# Inexact SCF with a contracting exact map: convergence to the solution if and only if the solver error tends to zero

Densities are points of a metric space $X$, with distance $\operatorname{dist}$. The exact SCF map is $F : X \to X$; it takes an input density to the next one and may include a fixed mixing rule. The computed densities are $x_0, x_1, \dots$, and $p$ is the self-consistent density. The contraction factor $c$ satisfies $0 \le c < 1$, and the assumption on the physics is

$$\operatorname{dist}(F(y), p) \le c\,\operatorname{dist}(y, p) \quad\text{for every } y \in X.$$

It says that an exactly solved SCF step always brings the density closer to $p$ by at least a fixed factor. Setting $y = p$ gives $F(p) = p$. Real SCF maps usually satisfy such a bound only near a solution and with suitable mixing, so the global form is an idealisation.

```lean
import Mathlib

open Filter Topology

namespace InexactSCF
```

For a solver error of constant size $d$, the stagnation floor is $s(c,d) = d/(1-c)$.

```lean
/-- The stagnation floor `d / (1 - c)` for contraction factor `c` and eigensolver error `d`, meant
for `c < 1`. At `c = 1` Lean's division by zero gives the value `0`. -/
noncomputable def stagnationFloor (c d : ℝ) : ℝ := d / (1 - c)
```

The solver error in step $k$ is $\delta_k = \operatorname{dist}(x_{k+1}, F(x_k))$. It is measured in the density, after any mixing, and is not the residual that an eigensolver reports. In Lean the computed densities are an arbitrary sequence `x : ℕ → X`, so nothing is assumed about how the error arises.

```lean
/-- The eigensolver error in step `k`: the distance between the computed density `x (k + 1)`
and the exact SCF update `F (x k)`. -/
def solverError {X : Type*} [MetricSpace X] (F : X → X) (x : ℕ → X) (k : ℕ) : ℝ :=
  dist (x (k + 1)) (F (x k))
```

## Geometric decay towards the floor

Write $s = s(c,d)$. Since $s(1-c) = d$, we have $cs + d = s$: if each step turns an error $e$ into exactly $ce + d$, an error that sits at the floor stays there.

```lean
/-- The stagnation floor is reproduced by one step of the error recursion. -/
theorem floor_fixed {c : ℝ} (hc : c < 1) (d : ℝ) :
    c * stagnationFloor c d + d = stagnationFloor c d := by
  have h1 : (1 - c) ≠ 0 := by linarith
  have h : stagnationFloor c d * (1 - c) = d := div_mul_cancel₀ d h1
  linear_combination -h
```

Now let real numbers $e_k$ satisfy $e_{k+1} \le c e_k + D$, and let $s = s(c,D)$. Subtracting $s = cs + D$ gives

$$e_{n+1} - s \le c\,(e_n - s).$$

If $e_n - s \le c^n(e_0 - s)$, multiplication by $c \ge 0$ gives the same bound for $n+1$. For $n = 0$ it is an equality. The `calc` block follows these lines.

```lean
/-- With solver error at most `D` in every step, the excess of the SCF error over the
stagnation floor is bounded by a geometric sequence. -/
theorem excess_le {c D : ℝ} (hc0 : 0 ≤ c) (hc : c < 1) {e : ℕ → ℝ}
    (h : ∀ k, e (k + 1) ≤ c * e k + D) (n : ℕ) :
    e n - stagnationFloor c D ≤ c ^ n * (e 0 - stagnationFloor c D) := by
  induction n with
  | zero => simp
  | succ n ih =>
    have hf := floor_fixed hc D
    calc e (n + 1) - stagnationFloor c D
        ≤ c * (e n - stagnationFloor c D) := by linarith [h n]
      _ ≤ c * (c ^ n * (e 0 - stagnationFloor c D)) := mul_le_mul_of_nonneg_left ih hc0
      _ = c ^ (n + 1) * (e 0 - stagnationFloor c D) := by ring
```

Suppose the recursion holds only from some step $N$ on, and let $\mathrm{tol} > s$. Restarting the count at $N$ gives

$$e_{N+m} - s \le c^m (e_N - s).$$

The right-hand side tends to zero, so there is an $M$ such that it is below $\mathrm{tol} - s > 0$ for all $m \ge M$. Hence $e_k < \mathrm{tol}$ for all $k \ge N + M$. In the proof, `b` is the restarted bound and `lim` is the limit of its right-hand side.

```lean
/-- If the solver error is eventually at most `D`, the SCF error eventually stays below any
tolerance that lies above the stagnation floor. -/
theorem eventually_lt_of_floor_lt {c D tol : ℝ} (hc0 : 0 ≤ c) (hc : c < 1) {e : ℕ → ℝ}
    (h : ∀ᶠ k in atTop, e (k + 1) ≤ c * e k + D) (ht : stagnationFloor c D < tol) :
    ∀ᶠ k in atTop, e k < tol := by
  obtain ⟨N, hN⟩ := eventually_atTop.1 h
  -- restart the iteration at step `N`, from which the bound holds
  have b := excess_le (e := fun m => e (N + m)) hc0 hc
    (fun m => hN (N + m) (Nat.le_add_right N m))
  have lim := (tendsto_pow_atTop_nhds_zero_of_lt_one hc0 hc).mul_const
    (e (N + 0) - stagnationFloor c D)
  rw [zero_mul] at lim
  obtain ⟨M, hM⟩ := eventually_atTop.1 (lim.eventually_lt_const (sub_pos.2 ht))
  filter_upwards [eventually_ge_atTop (N + M)] with k hk
  obtain ⟨m, rfl⟩ := Nat.exists_eq_add_of_le (show N ≤ k by omega)
  have h1 := b m
  have h2 := hM m (by omega)
  linarith
```

## Vanishing and constant solver errors

Let $e_k \ge 0$, $e_{k+1} \le c e_k + d_k$ and $d_k \to 0$. Given $\varepsilon > 0$, choose $D = \varepsilon(1-c)/2 > 0$. Eventually $d_k < D$, so eventually $e_{k+1} \le c e_k + D$. The floor for this $D$ is $\varepsilon/2 < \varepsilon$, and the previous step gives $e_k < \varepsilon$ eventually. As $\varepsilon$ was arbitrary, $e_k \to 0$.

```lean
/-- Nonnegative SCF errors with `e (k + 1) ≤ c * e k + d k` tend to zero when the eigensolver
errors `d k` tend to zero. -/
theorem error_tendsto_zero {c : ℝ} (hc0 : 0 ≤ c) (hc : c < 1) {e d : ℕ → ℝ}
    (he : ∀ k, 0 ≤ e k) (h : ∀ k, e (k + 1) ≤ c * e k + d k)
    (hd : Tendsto d atTop (𝓝 0)) : Tendsto e atTop (𝓝 0) := by
  refine tendsto_order.2 ⟨fun a ha => Eventually.of_forall fun k => lt_of_lt_of_le ha (he k),
    fun ε hε => ?_⟩
  -- a solver error of `ε (1 - c) / 2` has the floor `ε / 2`
  have h1 : 0 < 1 - c := by linarith
  have hD : 0 < ε * (1 - c) / 2 := by positivity
  refine eventually_lt_of_floor_lt (D := ε * (1 - c) / 2) hc0 hc ?_ ?_
  · filter_upwards [hd.eventually_lt_const hD] with k hk
    linarith [h k]
  · unfold stagnationFloor
    rw [div_lt_iff₀ h1]
    linarith
```

The argument turns on `tendsto_order`. For real sequences it replaces the limit statement `Tendsto e atTop (𝓝 0)` by two families of inequalities: for every $a < 0$, eventually $a < e_k$, and for every $\varepsilon > 0$, eventually $e_k < \varepsilon$. The first follows from nonnegativity. The second has exactly the form of `eventually_lt_of_floor_lt`, where `∀ᶠ k in atTop` means "for all $k$ from some step on". The floor can therefore be chosen after $\varepsilon$ is given, and no explicit sum over past solver errors is needed.

If instead $e_{k+1} = c e_k + d$ with fixed $d > 0$, then with $s = s(c,d)$

$$e_n = c^n (e_0 - s) + s.$$

This is clear for $n = 0$, and the induction step is

$$c e_n + d = c^{n+1}(e_0 - s) + cs + d = c^{n+1}(e_0 - s) + s.$$

Since $c^n \to 0$, the error tends to $s$, which is positive.

```lean
/-- With a fixed eigensolver error `d > 0` and the exact recursion `e (k + 1) = c * e k + d`,
the stagnation floor is positive and the SCF error tends to it. -/
theorem error_tendsto_floor {c d : ℝ} (hc0 : 0 ≤ c) (hc : c < 1) (hd : 0 < d) {e : ℕ → ℝ}
    (h : ∀ k, e (k + 1) = c * e k + d) :
    0 < stagnationFloor c d ∧ Tendsto e atTop (𝓝 (stagnationFloor c d)) := by
  refine ⟨div_pos hd (by linarith), ?_⟩
  -- closed form of the recursion
  have closed : ∀ n, e n = c ^ n * (e 0 - stagnationFloor c d) + stagnationFloor c d := by
    intro n
    induction n with
    | zero => simp
    | succ n ih =>
      rw [h n, ih]
      linear_combination floor_fixed hc d
  have lim := ((tendsto_pow_atTop_nhds_zero_of_lt_one hc0 hc).mul_const
    (e 0 - stagnationFloor c d)).add_const (stagnationFloor c d)
  rw [zero_mul, zero_add] at lim
  exact lim.congr fun n => (closed n).symm
```

## From error sequences to densities

The scalar recursion follows from the triangle inequality and the assumption on $F$:

$$\operatorname{dist}(x_{k+1}, p) \le \operatorname{dist}(x_{k+1}, F(x_k)) + \operatorname{dist}(F(x_k), p) \le \delta_k + c\,\operatorname{dist}(x_k, p).$$

```lean
/-- One inexact SCF step: the distance to the solution `p` is reduced by the factor `c`, up to
the eigensolver error of that step. -/
theorem scf_step {X : Type*} [MetricSpace X] {F : X → X} {p : X} {c : ℝ}
    (hF : ∀ y, dist (F y) p ≤ c * dist y p) (x : ℕ → X) (k : ℕ) :
    dist (x (k + 1)) p ≤ c * dist (x k) p + solverError F x k := by
  have h := dist_triangle (x (k + 1)) (F (x k)) p
  unfold solverError
  linarith [hF (x k)]
```

Set $e_k = \operatorname{dist}(x_k, p)$. If $\delta_k \to 0$, the recursion gives $e_k \to 0$, which means $x_k \to p$. Conversely, the triangle inequality through $p$ gives

$$0 \le \delta_k \le \operatorname{dist}(x_{k+1}, p) + \operatorname{dist}(F(x_k), p) \le e_{k+1} + c e_k.$$

If $x_k \to p$, the right-hand side tends to zero, and so does $\delta_k$; `squeeze_zero` performs this last step.

```lean
/-- Let the exact SCF map reduce the distance to `p` by a factor `c < 1`. Then the inexact SCF
iterates converge to `p` if and only if the eigensolver error tends to zero. -/
theorem scf_converges_iff {X : Type*} [MetricSpace X] {F : X → X} {p : X} {c : ℝ}
    (hc0 : 0 ≤ c) (hc : c < 1) (hF : ∀ y, dist (F y) p ≤ c * dist y p) (x : ℕ → X) :
    Tendsto x atTop (𝓝 p) ↔ Tendsto (solverError F x) atTop (𝓝 0) := by
  rw [tendsto_iff_dist_tendsto_zero]
  constructor
  · intro hx
    -- the solver error is controlled by two successive density errors
    have lim := (hx.comp (tendsto_add_atTop_nat 1)).add (hx.const_mul c)
    rw [mul_zero, add_zero] at lim
    refine squeeze_zero (fun k => dist_nonneg) (fun k => ?_) lim
    have h := dist_triangle_right (x (k + 1)) (F (x k)) p
    exact h.trans (add_le_add le_rfl (hF (x k)))
  · intro hs
    exact error_tendsto_zero hc0 hc (fun k => dist_nonneg) (scf_step hF x) hs
```

For Hartree–Fock or Kohn–Sham iterations whose exact map contracts towards the solution in this global sense, early diagonalisations may thus be loose, provided that the density error made in each step tends to zero as the iteration proceeds. The theorem gives no rate of convergence.

When the solver error only falls to a level $D$ and stays at or below it, the same recursion gives $e_{k+1} \le c e_k + D$ eventually. The densities then eventually remain within any tolerance strictly above $D/(1-c)$. For $c = 0.9$, the floor is ten times the solver error.

```lean
/-- If the eigensolver error is eventually at most `D`, the SCF iterates eventually stay within
any tolerance of the solution that lies above the stagnation floor. -/
theorem scf_eventually_within {X : Type*} [MetricSpace X] {F : X → X} {p : X} {c D tol : ℝ}
    (hc0 : 0 ≤ c) (hc : c < 1) (hF : ∀ y, dist (F y) p ≤ c * dist y p) {x : ℕ → X}
    (hD : ∀ᶠ k in atTop, solverError F x k ≤ D) (ht : stagnationFloor c D < tol) :
    ∀ᶠ k in atTop, dist (x k) p < tol := by
  refine eventually_lt_of_floor_lt (e := fun k => dist (x k) p) hc0 hc ?_ ht
  filter_upwards [hD] with k hk
  linarith [scf_step hF x k]
```

## A linear map that reaches the floor

Take $X = \mathbb{R}$, $F(y) = cy$ and $p = 0$, so that $|F(y)| = c|y|$. This is a scalar toy model: $y$ stands for a signed deviation from the self-consistent density and is not itself an electron density. Let the computed iterates be $x_{k+1} = c x_k + d$ with $d > 0$. Then $\delta_k = |c x_k + d - c x_k| = d$ in every step. The closed form, applied to $x_k$ itself, gives $x_k \to d/(1-c)$, and by continuity $|x_k|$ has the same limit, whatever the sign of $x_0$. A smaller floor would therefore fail for this map. Here all the errors push in the same direction; errors of varying direction may partly cancel.

```lean
/-- Let `0 ≤ c < 1` and `d > 0`. For the linear model map `y ↦ c * y` on the real line, the iterates
`x (k + 1) = c * x k + d` have solver error `d` in every step, and their distance to the solution
`0` tends to the stagnation floor. -/
theorem scf_floor_attained {c d : ℝ} (hc0 : 0 ≤ c) (hc : c < 1) (hd : 0 < d) {x : ℕ → ℝ}
    (h : ∀ k, x (k + 1) = c * x k + d) :
    (∀ k, solverError (fun y : ℝ => c * y) x k = d) ∧
      Tendsto (fun k => dist (x k) 0) atTop (𝓝 (stagnationFloor c d)) := by
  obtain ⟨hpos, lim⟩ := error_tendsto_floor hc0 hc hd h
  constructor
  · intro k
    unfold solverError
    rw [Real.dist_eq, h k, add_sub_cancel_left, abs_of_pos hd]
  · have h2 := lim.dist (tendsto_const_nhds (x := (0 : ℝ)))
    rwa [Real.dist_eq (stagnationFloor c d) 0, sub_zero, abs_of_pos hpos] at h2

end InexactSCF
```

## Contraction between all pairs of densities

The model could also require $\operatorname{dist}(F(y), F(z)) \le c\,\operatorname{dist}(y,z)$ for all $y, z$, which Mathlib expresses by `ContractingWith`. On a nonempty complete space, the existence of $p$ would then follow from the Banach fixed-point theorem, whereas here $p$ is given. The requirement on $F$ would be stronger, since it compares every pair of densities and not only each density with the solution. The version used here needs neither completeness nor finite dimension.

```lean
#print axioms InexactSCF.scf_converges_iff
#print axioms InexactSCF.scf_eventually_within
#print axioms InexactSCF.scf_floor_attained
```

```
'InexactSCF.scf_converges_iff' depends on axioms: [propext, Classical.choice, Quot.sound]
'InexactSCF.scf_eventually_within' depends on axioms: [propext, Classical.choice, Quot.sound]
'InexactSCF.scf_floor_attained' depends on axioms: [propext, Classical.choice, Quot.sound]
```
